# The weight of a single excitation coupled to double excitations, from the slope of its dressed energy

A single excitation of energy s is coupled by real amplitudes c_j to finitely many double excitations of energies d_j, which do not couple among themselves. Eliminating the doubles gives the single excitation a frequency-dependent dressed energy, f(w) = s + ∑ c_j²/(w − d_j). The theorem `single_weight` states that in a real, normalised eigenvector whose eigenvalue w differs from every d_j, the squared amplitude of the single excitation is 1/(1 − f′(w)). The proof puts in the known derivative of f, writes the amplitude of each double as c_j/(w − d_j) times that of the single excitation, and sums the squares in the normalisation condition.

An attempt in Lean 4 with a fault in it:

```lean
import Mathlib

open Matrix

namespace DressedKernel

noncomputable section

variable {ι : Type*} [Fintype ι]

/-- The frequency-dependent energy of the single excitation, dressed by its coupling `c j`
to double excitations of energies `d j`. -/
def dressedEnergy (s : ℝ) (c d : ι → ℝ) (w : ℝ) : ℝ :=
  s + ∑ j, c j ^ 2 / (w - d j)

/-- Away from the double excitations, the dressed energy has slope
`-∑ c_j² / (w - d_j)²` in the frequency. -/
theorem hasDerivAt_dressedEnergy (s : ℝ) (c d : ι → ℝ) {w : ℝ} (hw : ∀ j, w ≠ d j) :
    HasDerivAt (dressedEnergy s c d) (-∑ j, c j ^ 2 / (w - d j) ^ 2) w := by
  have term : ∀ j ∈ (Finset.univ : Finset ι),
      HasDerivAt (fun x : ℝ => c j ^ 2 / (x - d j)) (-(c j ^ 2 / (w - d j) ^ 2)) w := by
    intro j _
    have h := (hasDerivAt_const w (c j ^ 2)).fun_div
      ((hasDerivAt_id' w).sub_const (d j)) (sub_ne_zero.2 (hw j))
    exact h.congr_deriv (by ring)
  have h := (HasDerivAt.fun_sum term).const_add s
  rw [← Finset.sum_neg_distrib]
  exact h

variable [DecidableEq ι]

/-- The arrow matrix of one single excitation of energy `s` coupled through `c j` to
double excitations of energies `d j`, which do not couple among themselves. -/
def arrow (s : ℝ) (c d : ι → ℝ) : Matrix (Unit ⊕ ι) (Unit ⊕ ι) ℝ :=
  Matrix.fromBlocks (Matrix.of fun _ _ => s) (Matrix.of fun _ j => c j)
    (Matrix.of fun j _ => c j) (Matrix.diagonal d)

/-- The eigenvalue equation consists of one row for the single excitation and one row
for each double excitation. -/
theorem eigen_iff (s : ℝ) (c d : ι → ℝ) (w : ℝ) (v : Unit ⊕ ι → ℝ) :
    arrow s c d *ᵥ v = w • v ↔
      s * v (Sum.inl ()) + ∑ j, c j * v (Sum.inr j) = w * v (Sum.inl ()) ∧
      ∀ j, c j * v (Sum.inl ()) + d j * v (Sum.inr j) = w * v (Sum.inr j) := by
  have h0 : (arrow s c d *ᵥ v) (Sum.inl ()) =
      s * v (Sum.inl ()) + ∑ j, c j * v (Sum.inr j) := by
    simp [arrow, Matrix.mulVec, dotProduct, Fintype.sum_sum_type]
  have h1 : ∀ j, (arrow s c d *ᵥ v) (Sum.inr j) =
      c j * v (Sum.inl ()) + d j * v (Sum.inr j) := by
    intro j
    simp [arrow, Matrix.mulVec, dotProduct, Fintype.sum_sum_type, Matrix.diagonal_apply]
  constructor
  · intro h
    refine ⟨?_, fun j => ?_⟩
    · rw [← h0, h, Pi.smul_apply, smul_eq_mul]
    · rw [← h1, h, Pi.smul_apply, smul_eq_mul]
  · rintro ⟨ha, hb⟩
    funext i
    rcases i with u | j
    · cases u
      rw [h0, ha, Pi.smul_apply, smul_eq_mul]
    · rw [h1, hb, Pi.smul_apply, smul_eq_mul]

/-- Away from the double excitations, the amplitude of each double in an eigenvector is
`c_j / (w - d_j)` times the amplitude of the single excitation. -/
theorem double_amplitude {s : ℝ} {c d : ι → ℝ} {w : ℝ} {v : Unit ⊕ ι → ℝ}
    (hw : ∀ j, w ≠ d j) (h : arrow s c d *ᵥ v = w • v) (j : ι) :
    v (Sum.inr j) = c j / (w - d j) * v (Sum.inl ()) := by
  have hj := ((eigen_iff s c d w v).1 h).2 j
  have hne : w - d j ≠ 0 := sub_ne_zero.2 (hw j)
  rw [div_mul_eq_mul_div, eq_div_iff hne]
  linear_combination -hj

/-- In a normalised eigenvector away from the double excitations, the weight of the single
excitation is `1 / (1 - f'(w))`, where `f` is the dressed energy. -/
theorem single_weight {s : ℝ} {c d : ι → ℝ} {w : ℝ} {v : Unit ⊕ ι → ℝ}
    (hw : ∀ j, w ≠ d j) (h : arrow s c d *ᵥ v = w • v) (hnorm : ∑ i, v i ^ 2 = 1) :
    v (Sum.inl ()) ^ 2 = 1 / (1 - deriv (dressedEnergy s c d) w) := by
  rw [(hasDerivAt_dressedEnergy s c d hw).deriv]
  have hpos : 0 ≤ ∑ j, c j ^ 2 / (w - d j) ^ 2 :=
    Finset.sum_nonneg fun j _ => by positivity
  have hn : v (Sum.inl ()) ^ 2 + ∑ j, v (Sum.inr j) ^ 2 = 1 := by
    simpa [Fintype.sum_sum_type] using hnorm
  have hS : ∑ j, v (Sum.inr j) ^ 2 =
      (∑ j, c j ^ 2 / (w - d j) ^ 2) * v (Sum.inl ()) ^ 2 := by
    rw [Finset.sum_mul]
    refine Finset.sum_congr rfl fun j _ => ?_
    rw [double_amplitude hw h j]
    ring
  rw [eq_div_iff (by linarith)]
  linear_combination hn - hS

end

end DressedKernel
```

Lean reports:

```
Try this:
  [apply] ring_nf
  
  The `ring` tactic failed to close the goal. Use `ring_nf` to obtain a normal form.
    
  Note that `ring` works primarily in *commutative* rings. If you have a noncommutative ring, abelian group or module, consider using `noncomm_ring`, `abel` or `module` instead.
Main.lean:84:61: error: unsolved goals
ι : Type u_1
inst✝¹ : Fintype ι
inst✝ : DecidableEq ι
s : ℝ
c d : ι → ℝ
w : ℝ
v : Unit ⊕ ι → ℝ
hw : ∀ (j : ι), w ≠ d j
h : arrow s c d *ᵥ v = w • v
hnorm : ∑ i, v i ^ 2 = 1
hpos : 0 ≤ ∑ j, c j ^ 2 / (w - d j) ^ 2
hn : v (Sum.inl ()) ^ 2 + ∑ j, v (Sum.inr j) ^ 2 = 1
j : ι
x✝ : j ∈ Finset.univ
⊢ c j ^ 2 * (w - d j)⁻¹ ^ 2 * v (Sum.inl ()) ^ 2 = c j ^ 2 * v (Sum.inl ()) ^ 2 * (-(w * d j * 2) + w ^ 2 + d j ^ 2)⁻¹
```

Cause. The error lies in `hS`, which expresses the total weight of the doubles through that of the single excitation. After `rw [double_amplitude hw h j]`, what remains is to square a product containing a quotient, and the equation is true. But `ring` fails to close it, and the goal printed in the error shows why. On the left the denominator has become `(w - d j)⁻¹ ^ 2`, the square of an inverse. On the right the square `(w - d j) ^ 2` has been multiplied out before being inverted, which gives `(-(w * d j * 2) + w ^ 2 + d j ^ 2)⁻¹`. `ring` does not recognise the two as equal. The first message, which suggests `ring_nf`, reports the same failure.

The repair drops `ring` and adds two rewrites. `mul_pow` distributes the square over the product, and `div_pow` distributes it over the quotient. The left side is then literally the right side, with `(w - d j) ^ 2` never expanded, and `rw` closes the goal by reflexivity.

After these edits no error is left:

```diff
@@ -85,6 +85,5 @@
     rw [Finset.sum_mul]
     refine Finset.sum_congr rfl fun j _ => ?_
-    rw [double_amplitude hw h j]
-    ring
+    rw [double_amplitude hw h j, mul_pow, div_pow]
   rw [eq_div_iff (by linarith)]
   linear_combination hn - hS
```
